# The positive Robin parameter that minimizes the worst two-domain exchange factor over decay rates in [m, L] is √(mL)

A Robin exchange between two domains damps each error mode by its own factor, so "the best parameter" means nothing until one says how the modes are to be weighed against each other. Here the domains are two half-spaces that share one parameter, and this parameter is judged by its worst factor over a continuous band of decay rates $s\in[m,L]$, with $0<m\le L$.

The band stands for the range of error modes that a calculation contains. For the screened Poisson equation $\Delta u=\kappa^2u$, with inverse screening length $\kappa$ and a flat interface, an error with tangential wave number $q$ decays away from the interface at the rate $s=\sqrt{\kappa^2+q^2}$. The smoothest error sets $m$ and the grid cutoff sets $L$; both are given numbers below.

In Lean 4 with Mathlib:

```lean
import Mathlib

open Set

namespace OptimalRobinInterface

noncomputable section
```

This loads the mathematical library Mathlib. Opening `Set` allows the closed interval $[m,L]$ to be written `Icc m L`.

## The modes and the interface conditions

```lean
/-- An exponential error mode with amplitude `a` and rate `k` along the normal to the interface. -/
def mode (k a x : ℝ) : ℝ := a * Real.exp (k * x)
```

A mode is the function $x\mapsto a\,e^{kx}$, where $x$ is the coordinate normal to the interface at $x=0$.

```lean
/-- The two Robin conditions of one full sweep across the interface `x = 0`: the first relates the
right amplitude `b` to the left amplitude `a`, the second the new left amplitude `a'` to `b`. -/
def RobinSweep (p s a b a' : ℝ) : Prop :=
  (-deriv (mode (-s) b) 0 + p * mode (-s) b 0 = -deriv (mode s a) 0 + p * mode s a 0) ∧
  (deriv (mode s a') 0 + p * mode s a' 0 = deriv (mode (-s) b) 0 + p * mode (-s) b 0)
```

`RobinSweep p s a b a'` is a statement about five real numbers. The left error is $u=a\,e^{sx}$, the right error is $v=b\,e^{-sx}$, and the updated left error is $\tilde u=a'e^{sx}$; the prime in `a'` belongs to the name and is not a derivative. The signs of the rates make each error decay away from the interface. The statement says that, at $x=0$,

$$-\partial_xv+pv=-\partial_xu+pu,\qquad \partial_x\tilde u+p\tilde u=\partial_xv+pv .$$

Each domain receives a combination of slope and value from its neighbour. The parameter $p$, an inverse length, sets the weight of the value.

```lean
/-- The two-domain exchange factor for Robin parameter `p` and decay rate `s`. -/
def exchangeFactor (p s : ℝ) : ℝ := ((p - s) / (p + s)) ^ 2
```

This names the factor $\rho_p(s)=\left(\frac{p-s}{p+s}\right)^2$, which vanishes for the mode with $s=p$.

```lean
/-- The supremum of the exchange factor over the band of decay rates `[m, L]`. -/
def worstFactor (m L p : ℝ) : ℝ := sSup (exchangeFactor p '' Icc m L)
```

The expression `exchangeFactor p '' Icc m L` is the set of all values $\rho_p(s)$ with $s\in[m,L]$, and `sSup` takes its supremum. Write $W(p)$ for the result.

## From the conditions to the factor

```lean
/-- Differentiating a mode multiplies its amplitude by its rate. -/
theorem deriv_mode (k a : ℝ) : deriv (mode k a) = mode k (k * a) := by
  funext x
  have h : HasDerivAt (fun y => a * Real.exp (k * y)) (a * (Real.exp (k * x) * (k * 1))) x :=
    ((hasDerivAt_id' x).const_mul k).exp.const_mul a
  have h' : deriv (mode k a) x = a * (Real.exp (k * x) * (k * 1)) := h.deriv
  rw [h']
  unfold mode
  ring
```

This is $\frac{d}{dx}a\,e^{kx}=ka\,e^{kx}$, stated as an equality of functions. `funext x` reduces it to one point $x$, and the chain rule does the rest.

```lean
/-- Each mode solves the one-dimensional equation `u'' = k² u`. -/
theorem mode_equation (k a x : ℝ) : deriv (deriv (mode k a)) x = k ^ 2 * mode k a x := by
  rw [deriv_mode, deriv_mode]
  unfold mode
  ring
```

Differentiating twice gives $k^2a\,e^{kx}$. With $k=\pm s$, both errors solve $u''=s^2u$.

```lean
/-- The Robin conditions hold exactly when the right amplitude is `(p - s)/(p + s)` times the
old left one, and the new left amplitude is the exchange factor times the old left one. -/
theorem robinSweep_iff {p s : ℝ} (hp : 0 < p) (hs : 0 < s) (a b a' : ℝ) :
    RobinSweep p s a b a' ↔
      b = (p - s) / (p + s) * a ∧ a' = exchangeFactor p s * a := by
  have hne : p + s ≠ 0 := by positivity
  have hr : (p - s) / (p + s) * (p + s) = p - s := div_mul_cancel₀ _ hne
  have h0 : ∀ k c : ℝ, mode k c 0 = c := fun k c => by simp [mode]
  unfold RobinSweep exchangeFactor
  simp only [deriv_mode, h0]
  generalize (p - s) / (p + s) = r at hr ⊢
  constructor
  · rintro ⟨h1, h2⟩
    have hb : b = r * a := mul_right_cancel₀ hne (by linear_combination h1 - a * hr)
    have ha : a' = r * b := mul_right_cancel₀ hne (by linear_combination h2 - b * hr)
    exact ⟨hb, by rw [ha, hb]; ring⟩
  · rintro ⟨hb, ha⟩
    constructor
    · linear_combination (s + p) * hb + a * hr
    · linear_combination (s + p) * ha - (p - s) * hb + r * a * hr
```

Inserting the derivatives at $x=0$ turns the two conditions into

$$(p+s)\,b=(p-s)\,a,\qquad (p+s)\,a'=(p-s)\,b .$$

Since $p+s>0$, we may divide. With $r=\frac{p-s}{p+s}$ this gives $b=ra$ and $a'=rb=r^2a=\rho_p(s)\,a$. Multiplying back gives the converse, hence the `↔`.

In the proof, `generalize` introduces the name `r`, `mul_right_cancel₀` performs the division, and `linear_combination` checks that an equation follows from the listed ones by algebra.

```lean
/-- After `n` Robin sweeps the left error amplitude is the initial one times the `n`-th power
of the exchange factor. -/
theorem amplitude_after_sweeps {p s : ℝ} (hp : 0 < p) (hs : 0 < s) (a b : ℕ → ℝ)
    (h : ∀ n, RobinSweep p s (a n) (b n) (a (n + 1))) (n : ℕ) :
    a n = exchangeFactor p s ^ n * a 0 := by
  induction n with
  | zero => simp
  | succ n ih =>
    rw [((robinSweep_iff hp hs _ _ _).1 (h n)).2, ih]
    ring
```

Here `a n` and `b n` are the amplitudes in sweep $n$. Each sweep multiplies the left amplitude by $\rho_p(s)$, so induction gives $a_n=\rho_p(s)^n a_0$.

## The worst mode sits at an end of the band

```lean
/-- The largest exchange factor on the band is attained and equals the larger of the two
endpoint factors. -/
theorem isGreatest_endpoint {m L p : ℝ} (hm : 0 < m) (hmL : m ≤ L) (hp : 0 < p) :
    IsGreatest (exchangeFactor p '' Icc m L)
      (max (exchangeFactor p m) (exchangeFactor p L)) := by
  -- the amplitude ratio decreases with the decay rate
  have anti : ∀ s t : ℝ, 0 < s → s ≤ t → (p - t) / (p + t) ≤ (p - s) / (p + s) := by
    intro s t hs hst
    rw [div_le_div_iff₀ (by linarith) (by linarith)]
    nlinarith [mul_nonneg hp.le (sub_nonneg.2 hst)]
  constructor
  · rcases le_total (exchangeFactor p m) (exchangeFactor p L) with h | h
    · rw [max_eq_right h]
      exact ⟨L, ⟨hmL, le_rfl⟩, rfl⟩
    · rw [max_eq_left h]
      exact ⟨m, ⟨le_rfl, hmL⟩, rfl⟩
  · rintro _ ⟨s, ⟨h1, h2⟩, rfl⟩
    have hA := anti m s hm h1
    have hB := anti s L (by linarith) h2
    unfold exchangeFactor
    rcases le_total 0 ((p - s) / (p + s)) with h | h
    · exact le_max_of_le_left (by nlinarith)
    · exact le_max_of_le_right (by nlinarith)
```

`IsGreatest` says that a number belongs to a set and bounds it from above, so the supremum is attained. For $p>0$ and $0<s\le t$,

$$(p-s)(p+t)-(p-t)(p+s)=2p(t-s)\ge0,$$

so $\frac{p-s}{p+s}$ decreases as $s$ grows; this is `anti`. On the band the ratio therefore lies between its values at $L$ and $m$. If it is nonnegative at $s$, its square is at most the square at $m$; if it is nonpositive, at most the square at $L$. These are the two cases of the last `rcases`.

```lean
/-- The exchange factors at the two ends of the band are equal exactly when the Robin parameter
is the geometric mean of the ends. -/
theorem endpoint_balance_iff {m L p : ℝ} (hm : 0 < m) (hmL : m < L) (hp : 0 < p) :
    exchangeFactor p m = exchangeFactor p L ↔ p = √(m * L) := by
  have hL : 0 < L := hm.trans hmL
  unfold exchangeFactor
  rw [div_pow, div_pow, div_eq_div_iff (by positivity) (by positivity)]
  constructor
  · intro h
    have h0 : (p * (L - m)) * (p ^ 2 - m * L) = 0 := by linear_combination h / 4
    have h1 : p * (L - m) ≠ 0 := (mul_pos hp (sub_pos.2 hmL)).ne'
    have h2 : p ^ 2 = m * L := sub_eq_zero.1 ((mul_eq_zero.1 h0).resolve_left h1)
    rw [← h2, Real.sqrt_sq hp.le]
  · intro h
    have h2 : p ^ 2 = m * L := by
      rw [h]
      exact Real.sq_sqrt (by positivity)
    linear_combination 4 * p * (L - m) * h2
```

Equating the endpoint factors and clearing denominators gives

$$(p-m)^2(p+L)^2-(p-L)^2(p+m)^2=4p(L-m)(p^2-mL)=0 .$$

For $m<L$ and $p>0$ this forces $p=\sqrt{mL}$. The result shows where the geometric mean comes from, though the next proof does not call it.

## The optimum

```lean
/-- The worst exchange factor over the band `[m, L]` has the unique minimizer `p = √(m L)` among
positive Robin parameters, with value `((√L - √m)/(√L + √m))²`. -/
theorem optimal_robin_parameter {m L : ℝ} (hm : 0 < m) (hmL : m ≤ L) :
    worstFactor m L √(m * L) = ((√L - √m) / (√L + √m)) ^ 2 ∧
    ∀ p : ℝ, 0 < p → p ≠ √(m * L) → worstFactor m L √(m * L) < worstFactor m L p := by
  have hL : 0 < L := hm.trans_le hmL
  have ha : 0 < √m := Real.sqrt_pos.2 hm
  have hb : 0 < √L := Real.sqrt_pos.2 hL
  have hab : √m ≤ √L := Real.sqrt_le_sqrt hmL
  have hma : √m ^ 2 = m := Real.sq_sqrt hm.le
  have hLb : √L ^ 2 = L := Real.sq_sqrt hL.le
  have hworst : ∀ p : ℝ, 0 < p →
      worstFactor m L p = max (exchangeFactor p m) (exchangeFactor p L) :=
    fun p hp => (isGreatest_endpoint hm hmL hp).csSup_eq
  rw [Real.sqrt_mul hm.le]
  generalize √m = a at *
  generalize √L = b at *
  subst hma hLb
  -- at the geometric mean both endpoint factors take the claimed value
  have hval : worstFactor (a ^ 2) (b ^ 2) (a * b) = ((b - a) / (b + a)) ^ 2 := by
    have e1 : (a * b - a ^ 2) / (a * b + a ^ 2) = (b - a) / (b + a) := by
      rw [div_eq_div_iff (by positivity) (by positivity)]
      ring
    have e2 : (a * b - b ^ 2) / (a * b + b ^ 2) = -((b - a) / (b + a)) := by
      rw [← neg_div, div_eq_div_iff (by positivity) (by positivity)]
      ring
    rw [hworst _ (mul_pos ha hb)]
    unfold exchangeFactor
    rw [e1, e2, neg_sq, max_self]
  refine ⟨hval, fun p hp hne => ?_⟩
  rw [hval, hworst p hp]
  have h0 : 0 ≤ (b - a) / (b + a) := div_nonneg (by linarith) (by linarith)
  unfold exchangeFactor
  rcases lt_or_gt_of_ne hne with h | h
  · -- too small a parameter: the factor at the upper end exceeds the optimal value
    have h1 : (b - a) / (b + a) < (b ^ 2 - p) / (p + b ^ 2) := by
      rw [div_lt_div_iff₀ (by positivity) (by positivity)]
      nlinarith [mul_pos hb (sub_pos.2 h)]
    have h2 : (p - b ^ 2) / (p + b ^ 2) = -((b ^ 2 - p) / (p + b ^ 2)) := by
      rw [← neg_div, neg_sub]
    refine lt_max_of_lt_right ?_
    rw [h2, neg_sq]
    nlinarith
  · -- too large a parameter: the factor at the lower end exceeds the optimal value
    have h1 : (b - a) / (b + a) < (p - a ^ 2) / (p + a ^ 2) := by
      rw [div_lt_div_iff₀ (by positivity) (by positivity)]
      nlinarith [mul_pos ha (sub_pos.2 h)]
    exact lt_max_of_lt_left (by nlinarith)
```

The first part gives the value of $W(\sqrt{mL})$. The second says that every other positive $p$ is strictly worse, which is minimality and uniqueness together.

In this proof $a=\sqrt m$ and $b=\sqrt L$, no longer amplitudes. At $p=ab$ the endpoint ratios are

$$\frac{ab-a^2}{ab+a^2}=\frac{b-a}{b+a},\qquad \frac{ab-b^2}{ab+b^2}=-\frac{b-a}{b+a},$$

with equal squares; this is `hval`. For any other $p>0$, one end exceeds that value:

- If $p<ab$, then $\frac{b^2-p}{b^2+p}>\frac{b-a}{b+a}$, because cross-multiplying leaves $2b(ab-p)>0$. The factor at $L$ exceeds the optimal value.
- If $p>ab$, then $\frac{p-a^2}{p+a^2}>\frac{b-a}{b+a}$, because cross-multiplying leaves $2a(p-ab)>0$. The factor at $m$ exceeds the optimal value.

Since $\frac{b-a}{b+a}\ge0$, squaring keeps the inequalities strict. For $m=L$ the optimum is $p=m$, with factor $0$.

```lean
/-- At `p = √(m L)` the gap between one and the worst exchange factor lies between `√(m/L)`
and `4 √(m/L)`. -/
theorem optimal_gap_scaling {m L : ℝ} (hm : 0 < m) (hmL : m ≤ L) :
    √(m / L) ≤ 1 - worstFactor m L √(m * L) ∧
    1 - worstFactor m L √(m * L) ≤ 4 * √(m / L) := by
  have ha : 0 < √m := Real.sqrt_pos.2 hm
  have hb : 0 < √L := Real.sqrt_pos.2 (hm.trans_le hmL)
  have hab : √m ≤ √L := Real.sqrt_le_sqrt hmL
  rw [(optimal_robin_parameter hm hmL).1, Real.sqrt_div hm.le]
  generalize √m = a at *
  generalize √L = b at *
  have e : 1 - ((b - a) / (b + a)) ^ 2 = 4 * a * b / (b + a) ^ 2 := by
    have hne : b + a ≠ 0 := by positivity
    rw [div_pow, eq_div_iff (pow_ne_zero 2 hne), sub_mul,
      div_mul_cancel₀ _ (pow_ne_zero 2 hne)]
    ring
  rw [e, ← mul_div_assoc]
  constructor
  · rw [div_le_div_iff₀ hb (by positivity)]
    have h : (b + a) ^ 2 ≤ 4 * b ^ 2 := by nlinarith
    nlinarith [mul_le_mul_of_nonneg_left h ha.le]
  · rw [div_le_div_iff₀ (by positivity) hb]
    have h : b ^ 2 ≤ (b + a) ^ 2 := by nlinarith [mul_pos ha hb]
    nlinarith [mul_le_mul_of_nonneg_left h ha.le]

end

end OptimalRobinInterface
```

With the same $a$ and $b$, the gap is $1-W(ab)=\frac{4ab}{(a+b)^2}$. From $b^2\le(a+b)^2\le4b^2$ it lies between $a/b$ and $4a/b$, where $a/b=\sqrt{m/L}$.

For domain-decomposed electrostatics in a simulation, this means that, with $p=\sqrt{mL}$, the number of sweeps needed to reduce every mode in the band by a given factor grows like $\sqrt{L/m}$ for a wide band, in the model of two half-spaces with constant coefficients, exact solves and a single parameter.

```lean
#print axioms OptimalRobinInterface.amplitude_after_sweeps
#print axioms OptimalRobinInterface.endpoint_balance_iff
#print axioms OptimalRobinInterface.optimal_robin_parameter
#print axioms OptimalRobinInterface.optimal_gap_scaling
```

```
'OptimalRobinInterface.amplitude_after_sweeps' depends on axioms: [propext, Classical.choice, Quot.sound]
'OptimalRobinInterface.endpoint_balance_iff' depends on axioms: [propext, Classical.choice, Quot.sound]
'OptimalRobinInterface.optimal_robin_parameter' depends on axioms: [propext, Classical.choice, Quot.sound]
'OptimalRobinInterface.optimal_gap_scaling' depends on axioms: [propext, Classical.choice, Quot.sound]
```

## Linear mixing, and a finite list of rates

The same balancing of endpoints, done by hand, settles simple linear mixing near a fixed point. Let $\omega$ be the mixing parameter, and let $s$ now stand for an eigenvalue of the identity minus the Jacobian of the iterated map, no longer for a decay rate. If an error component is multiplied by $1-\omega s$ per step, with real $s\in[m,L]$, then the worst $|1-\omega s|$ is smallest at $\omega=\frac{2}{m+L}$, where it equals $\frac{L-m}{L+m}$.

The band could also have been modelled as the finite list of decay rates present on a given grid. If the list contains $m$ and $L$ as its extremes, the optimum and its value stay the same, because only the ends matter. If $m$ and $L$ are merely bounds, the smallest and largest rates in the list take their place.
